# Kramers parity: an antilinear Θ with Θ² = −1 forces even dimension of a finite-dimensional complex space

The theorem `kramers_even` states that a finite-dimensional complex vector space `V` carrying an antilinear map `Θ` with `Θ (Θ v) = -v` for all `v` has even `Module.finrank`. This is the algebraic core of Kramers degeneracy for a time reversal squaring to −1; no inner product, antiunitarity or Hamiltonian is assumed. The attempt writes `Θ` in a basis `b` as a matrix `U` and sets out to show that `U` times its entrywise conjugate equals −1. Taking determinants in odd dimension would then give `normSq U.det = -1`, which contradicts nonnegativity.

In Lean, a first try:

```lean
import Mathlib

open Complex Set
open scoped Matrix Real ComplexConjugate

noncomputable section

namespace ScrewFilling

variable {n : Type*} [Fintype n] [DecidableEq n]

/-- A finite-dimensional complex space carrying an antilinear `Θ` with `Θ² = -1` has
even dimension. -/
theorem kramers_even {V : Type*} [AddCommGroup V] [Module ℂ V] [FiniteDimensional ℂ V]
    (Θ : V →ₗ⋆[ℂ] V) (hΘ : ∀ v, Θ (Θ v) = -v) : Even (Module.finrank ℂ V) := by
  let b := Module.finBasis ℂ V
  let U := Matrix.of fun i j => b.repr (Θ (b j)) i
  -- in a basis Θ = U K with U conj(U) = -1
  have hU : U * U.map conj = -1 := by
    ext i j
    have h1 : Θ (b j) = ∑ k, U k j • b k := (b.sum_repr _).symm
    have h2 := hΘ (b j)
    rw [h1, map_sum] at h2
    simp only [LinearMap.map_smulₛₗ] at h2
    have h3 := congrArg (b.coord i) h2
    simp only [map_sum, map_smul, map_neg, smul_eq_mul, b.coord_apply, b.repr_self] at h3
    rw [Matrix.mul_apply, Matrix.neg_apply, Matrix.one_apply]
    calc ∑ k, U i k * (U.map conj) k j = ∑ k, conj (U k j) * b.repr (Θ (b k)) i :=
          Finset.sum_congr rfl fun k _ => mul_comm _ _
      _ = -(if i = j then 1 else 0) := by
          rw [h3, Finsupp.single_apply]
          by_cases hij : i = j
          · subst hij; simp
          · simp [hij, Ne.symm hij]
  have hd : (U.map conj).det = conj U.det := by rw [RingHom.map_det]; rfl
  have h := congrArg Matrix.det hU
  by_contra hodd
  rw [Matrix.det_mul, hd, Matrix.det_neg, Matrix.det_one, mul_one, Fintype.card_fin,
    (Nat.not_even_iff_odd.1 hodd).neg_one_pow, Complex.mul_conj] at h
  have h' : normSq U.det = -1 := by exact_mod_cast h
  linarith [normSq_nonneg U.det]

end ScrewFilling
```

The error:

```
Main.lean:31:14: error: Tactic `rewrite` failed: Did not find an occurrence of the pattern
  (∑ x, (starRingEnd ℂ) (U x j) • b.repr (Θ (b x))) i
in the target expression
  ∑ k, (starRingEnd ℂ) (U k j) * (b.repr (Θ (b k))) i = -if i = j then 1 else 0

V : Type u_2
inst✝² : AddCommGroup V
inst✝¹ : Module ℂ V
inst✝ : FiniteDimensional ℂ V
Θ : V →ₗ⋆[ℂ] V
hΘ : ∀ (v : V), Θ (Θ v) = -v
b : Module.Basis (Fin (Module.finrank ℂ V)) ℂ V := Module.finBasis ℂ V
U : Matrix (Fin (Module.finrank ℂ V)) (Fin (Module.finrank ℂ V)) ℂ := Matrix.of fun i j => (b.repr (Θ (b j))) i
i j : Fin (Module.finrank ℂ V)
h1 : Θ (b j) = ∑ k, U k j • b k
h2 : ∑ x, (starRingEnd ℂ) (U x j) • Θ (b x) = -b j
h3 : (∑ x, (starRingEnd ℂ) (U x j) • b.repr (Θ (b x))) i = (-fun₀ | j => 1) i
⊢ ∑ k, (starRingEnd ℂ) (U k j) * (b.repr (Θ (b k))) i = -if i = j then 1 else 0

Note: The target expression is not type-correct under the `implicit` transparency level, which may have triggered the failure. This is usually caused by unfolding of semireducible definitions in prior tactic steps. Use `set_option linter.tacticCheckInstances true` to investigate the source of the issue.
Full error:
  function expected
    U k
Main.lean:26:43: warning: This simp argument is unused:
  smul_eq_mul

Hint: Omit it from the simp argument list.
  [apply] simp only [map_sum, map_smul, map_neg, b.coord_apply, b.repr_self] at h3

Note: This linter can be disabled with `set_option linter.unusedSimpArgs false`
```

The mended proof, as a diff:

```diff
@@ -24,5 +24,6 @@
     simp only [LinearMap.map_smulₛₗ] at h2
     have h3 := congrArg (b.coord i) h2
-    simp only [map_sum, map_smul, map_neg, smul_eq_mul, b.coord_apply, b.repr_self] at h3
+    simp only [map_sum, map_smul, map_neg, smul_eq_mul] at h3
+    simp only [b.coord_apply, b.repr_self] at h3
     rw [Matrix.mul_apply, Matrix.neg_apply, Matrix.one_apply]
     calc ∑ k, U i k * (U.map conj) k j = ∑ k, conj (U k j) * b.repr (Θ (b k)) i :=
```

The error says the left side of `h3` does not occur in the goal. With all lemmas in one `simp only`, `b.coord_apply` turned `b.coord i` of the sum into `b.repr` of the sum evaluated at `i`, and `map_sum` and `map_smul` acted on `b.repr`. So `h3` has a sum of scaled finitely supported functions, evaluated at `i` outside the sum, whereas the goal sums the products `conj (U k j) * b.repr (Θ (b k)) i`. The warning is consistent with this: the `•` acts on finitely supported functions, not on complex numbers, so `smul_eq_mul` never fires.

The diff splits the call in two. First `map_sum`, `map_smul` and `map_neg` push the ℂ-valued functional `b.coord i` through the sum, the scalars and the sign, and `smul_eq_mul` turns `•` into `*`. Then `b.coord_apply` and `b.repr_self` unfold each term. The left side now matches the goal, and the right side becomes minus a `Finsupp.single` evaluated at `i`, ready for `Finsupp.single_apply`. The transparency note needs no separate change: the repaired file compiles with `U` defined as before.
